# When Ising coupling leaves two qubits in a product state

Two qubits evolve for a time t under the Hamiltonian σz⊗σz alone, with ħ and the coupling strength set to one, from a product vector u⊗v. The theorem `evolved_product_iff` says that the evolved vector is again a product exactly when u₀u₁v₀v₁ sin(2t) = 0, so nonzero product vectors become entangled just when all four components and sin(2t) are nonzero. The vectors need not be normalised, and the criterion is the same for normalised ones. In one direction the proof compares the two cross products of amplitudes, which agree for any product vector; in the other it writes down explicit factors x and y for each way the expression can vanish.

The first attempt, which Lean rejects:

```lean
import Mathlib

open Matrix
open scoped Kronecker

namespace IsingEntanglementGrowth

noncomputable section

/-- The Pauli matrix σz. -/
def sz : Matrix (Fin 2) (Fin 2) ℂ := !![1, 0; 0, -1]

/-- The propagator exp(-it σz⊗σz) of two qubits with Ising coupling. -/
def propagator (t : ℝ) : Matrix (Fin 2 × Fin 2) (Fin 2 × Fin 2) ℂ :=
  NormedSpace.exp ((-(t : ℂ) * Complex.I) • (sz ⊗ₖ sz))

/-- The product vector u⊗v of two one-qubit vectors. -/
def productState (u v : Fin 2 → ℂ) : Fin 2 × Fin 2 → ℂ := fun p => u p.1 * v p.2

/-- The dynamical phase factor exp(-it). -/
def phase (t : ℝ) : ℂ := Complex.exp (-(t : ℂ) * Complex.I)

/-- Opposite phase factors multiply to one. -/
theorem phase_mul_neg (t : ℝ) : phase t * phase (-t) = 1 := by
  rw [phase, phase, ← Complex.exp_add]
  simp

/-- The squared phase factors of opposite times differ by -2i sin(2t). -/
theorem phase_sq_sub (t : ℝ) :
    phase t ^ 2 - phase (-t) ^ 2 = -2 * Complex.I * (Real.sin (2 * t) : ℂ) := by
  have h1 : phase t ^ 2 = Complex.exp (-(2 * (t : ℂ)) * Complex.I) := by
    rw [phase, ← Complex.exp_nat_mul]
    congr 1
    push_cast
    ring
  have h2 : phase (-t) ^ 2 = Complex.exp ((2 * (t : ℂ)) * Complex.I) := by
    rw [phase, ← Complex.exp_nat_mul]
    congr 1
    push_cast
    ring
  rw [h1, h2, Complex.ofReal_sin, Complex.sin]
  push_cast
  linear_combination (Complex.exp (-(2 * (t : ℂ)) * Complex.I)
    - Complex.exp ((2 * (t : ℂ)) * Complex.I)) * Complex.I_sq

/-- Each amplitude in the σz basis is multiplied by exp(-it s s'), where s and s' are the
diagonal entries of σz for the two qubits. -/
theorem propagator_apply (t : ℝ) (ψ : Fin 2 × Fin 2 → ℂ) (p : Fin 2 × Fin 2) :
    (propagator t *ᵥ ψ) p =
      Complex.exp (-(t : ℂ) * Complex.I * (sz p.1 p.1 * sz p.2 p.2)) * ψ p := by
  -- the generator is diagonal, so its exponential is taken entry by entry
  have h : (-(t : ℂ) * Complex.I) • (sz ⊗ₖ sz) = Matrix.diagonal
      (fun p : Fin 2 × Fin 2 => -(t : ℂ) * Complex.I * (sz p.1 p.1 * sz p.2 p.2)) := by
    ext ⟨i, j⟩ ⟨k, l⟩
    fin_cases i <;> fin_cases j <;> fin_cases k <;> fin_cases l <;>
      simp [sz]
  rw [propagator, h, Matrix.exp_diagonal, Matrix.mulVec_diagonal, Complex.exp_eq_exp_ℂ,
    Pi.coe_exp]

/-- The four amplitudes of an evolved product state: parallel spins acquire exp(-it),
antiparallel spins exp(it). -/
theorem evolved_amplitudes (t : ℝ) (u v : Fin 2 → ℂ) :
    (propagator t *ᵥ productState u v) (0, 0) = phase t * (u 0 * v 0) ∧
    (propagator t *ᵥ productState u v) (0, 1) = phase (-t) * (u 0 * v 1) ∧
    (propagator t *ᵥ productState u v) (1, 0) = phase (-t) * (u 1 * v 0) ∧
    (propagator t *ᵥ productState u v) (1, 1) = phase t * (u 1 * v 1) := by
  refine ⟨?_, ?_, ?_, ?_⟩ <;> rw [propagator_apply] <;> simp [sz, productState, phase]

/-- Ising evolution takes u⊗v to a product vector exactly when u₀u₁v₀v₁ sin(2t) = 0. -/
theorem evolved_product_iff (t : ℝ) (u v : Fin 2 → ℂ) :
    (∃ x y, propagator t *ᵥ productState u v = productState x y) ↔
      u 0 * u 1 * v 0 * v 1 * (Real.sin (2 * t) : ℂ) = 0 := by
  obtain ⟨h00, h01, h10, h11⟩ := evolved_amplitudes t u v
  have hp := phase_mul_neg t
  have hs := phase_sq_sub t
  constructor
  · rintro ⟨x, y, h⟩
    rw [h] at h00 h01 h10 h11
    simp only [productState] at h00 h01 h10 h11
    -- the two cross products of amplitudes of a product vector agree
    have hc : (phase t * (u 0 * v 0)) * (phase t * (u 1 * v 1)) =
        (phase (-t) * (u 0 * v 1)) * (phase (-t) * (u 1 * v 0)) := by
      rw [← h00, ← h01, ← h10, ← h11]
      ring
    have h2 : (-2 * Complex.I) *
        (u 0 * u 1 * v 0 * v 1 * (Real.sin (2 * t) : ℂ)) = 0 := by
      linear_combination hc - u 0 * u 1 * v 0 * v 1 * hs
    exact (mul_eq_zero.mp h2).resolve_left (by simp)
  · intro h
    -- it suffices to match the four amplitudes
    have build (x y : Fin 2 → ℂ) (e00 : phase t * (u 0 * v 0) = x 0 * y 0)
        (e01 : phase (-t) * (u 0 * v 1) = x 0 * y 1)
        (e10 : phase (-t) * (u 1 * v 0) = x 1 * y 0)
        (e11 : phase t * (u 1 * v 1) = x 1 * y 1) :
        ∃ x y, propagator t *ᵥ productState u v = productState x y := by
      refine ⟨x, y, ?_⟩
      ext ⟨i, j⟩
      fin_cases i <;> fin_cases j
      · exact h00.trans e00
      · exact h01.trans e01
      · exact h10.trans e10
      · exact h11.trans e11
    rcases mul_eq_zero.mp h with h | h
    · simp only [mul_eq_zero] at h
      rcases h with ((h | h) | h) | h
      · apply build ![0, u 1] ![phase (-t) * v 0, phase t * v 1] <;> simp [h] <;> ring
      · apply build ![u 0, 0] ![phase t * v 0, phase (-t) * v 1] <;> simp [h] <;> ring
      · apply build ![phase (-t) * u 0, phase t * u 1] ![0, v 1] <;> simp [h] <;> ring
      · apply build ![phase t * u 0, phase (-t) * u 1] ![v 0, 0] <;> simp [h] <;> ring
    · rw [h, mul_zero] at hs
      apply build ![phase t * u 0, phase (-t) * u 1] ![v 0, phase (-t) ^ 2 * v 1]
      · simp only [Matrix.cons_val_zero]
        ring
      · simp only [Matrix.cons_val_zero, Matrix.cons_val_one]
        linear_combination -(phase (-t) * u 0 * v 1) * hp
      · simp only [Matrix.cons_val_zero, Matrix.cons_val_one]
        ring
      · simp only [Matrix.cons_val_one]
        linear_combination (u 1 * v 1 * phase (-t)) * hs
          - (u 1 * v 1 * phase t) * hp

end

end IsingEntanglementGrowth
```

The error:

```
Main.lean:119:8: error: ring failed, ring expressions not equal
t : ℝ
u v : Fin 2 → ℂ
h00 : (propagator t *ᵥ productState u v) (0, 0) = phase t * (u 0 * v 0)
h01 : (propagator t *ᵥ productState u v) (0, 1) = phase (-t) * (u 0 * v 1)
h10 : (propagator t *ᵥ productState u v) (1, 0) = phase (-t) * (u 1 * v 0)
h11 : (propagator t *ᵥ productState u v) (1, 1) = phase t * (u 1 * v 1)
hp : phase t * phase (-t) = 1
hs : phase t ^ 2 - phase (-t) ^ 2 = 0
h✝ : u 0 * u 1 * v 0 * v 1 * ↑(Real.sin (2 * t)) = 0
build :
  ∀ (x y : Fin 2 → ℂ),
    phase t * (u 0 * v 0) = x 0 * y 0 →
      phase (-t) * (u 0 * v 1) = x 0 * y 1 →
        phase (-t) * (u 1 * v 0) = x 1 * y 0 →
          phase t * (u 1 * v 1) = x 1 * y 1 → ∃ x y, propagator t *ᵥ productState u v = productState x y
h : ↑(Real.sin (2 * t)) = 0
⊢ u 1 * v 1 * phase (-t) ^ 3 - ![phase (-t) * u 1] 0 * ![phase (-t) ^ 2 * v 1] 0 = 0
```

As a diff, the version that Lean accepts:

```diff
@@ -116,5 +116,5 @@
       · simp only [Matrix.cons_val_zero, Matrix.cons_val_one]
         ring
-      · simp only [Matrix.cons_val_one]
+      · simp only [Matrix.cons_val_zero, Matrix.cons_val_one]
         linear_combination (u 1 * v 1 * phase (-t)) * hs
           - (u 1 * v 1 * phase t) * hp
```

Cause. The error comes in the case sin(2t) = 0, where the last of the four amplitudes has to equal `x 1 * y 1`. Here `x` and `y` are explicit two-entry vectors, and `Matrix.cons_val_one` only takes entry 1 of such a vector to entry 0 of its tail. Since `simp only` was given no other lemma, it stopped there, and the message still shows `![phase (-t) * u 1] 0` and `![phase (-t) ^ 2 * v 1] 0`.

`linear_combination` leaves its final check to `ring`, which does not evaluate vector entries and treats these two as unknown quantities. It therefore can't see that their product is `u 1 * v 1 * phase (-t) ^ 3`, the very term it has to cancel.

The repair adds `Matrix.cons_val_zero`, which reads off entry 0 of each tail. The goal then holds only ordinary products and powers, and the same linear combination, unchanged, proves it.
